# A magnetic multilayer model has zero-energy bulk states exactly when ||S| − |D|| ≤ |b| ≤ |S| + |D|

A band calculation that looks for gap closings on a momentum grid can step over an isolated zero. For the non-interacting four-band model of a magnetic multilayer treated here, comparing the strength $|b|$ of the exchange field with $||S|-|D||$ and $|S|+|D|$, where $S$ and $D$ are the tunnelling amplitudes, settles beforehand whether the bulk bands have a zero to find, and, when both tunnelling amplitudes are nonzero, an arccosine then gives a value of $k_z$ at which to put a grid point, with $k_x=k_y=0$.

## Surfaces, spins and three energy scales

The multilayer stacks topological-insulator films and insulating spacers. Each film has two surfaces, labelled by Pauli matrices $\tau$; the electron spin has Pauli matrices $\sigma$.

In Lean 4 with Mathlib:

```lean
import Mathlib

open Matrix
open scoped Kronecker

namespace WeylMultilayer

noncomputable section

/-- The Pauli matrix `x`. -/
def sx : Matrix (Fin 2) (Fin 2) ℂ := !![0, 1; 1, 0]

/-- The Pauli matrix `y`. -/
def sy : Matrix (Fin 2) (Fin 2) ℂ := !![0, -Complex.I; Complex.I, 0]

/-- The Pauli matrix `z`. -/
def sz : Matrix (Fin 2) (Fin 2) ℂ := !![1, 0; 0, -1]
```

Two of the three terms of the Hamiltonian contain a real combination of the $x$ and $y$ Pauli matrices, one acting on the spin and the other on the surface index. Both use the same $2\times2$ matrix, written here as $a\sigma_x+c\sigma_y$.

```lean
/-- The in-plane Pauli combination `a σx + c σy`. -/
def planar (a c : ℝ) : Matrix (Fin 2) (Fin 2) ℂ := (a : ℂ) • sx + (c : ℂ) • sy
```

With $\hbar=1$, surface electrons of velocity $v$ contribute $P=v\tau_z(k_y\sigma_x-k_x\sigma_y)$. In the index type `Fin 2 × Fin 2` and in each Kronecker product `⊗ₖ`, the surface comes first and the spin second.

```lean
/-- Surface-state kinetic term `v τz (ky sx - kx sy)`; the first factor is the surface index. -/
def spinOrbit (v kx ky : ℝ) : Matrix (Fin 2 × Fin 2) (Fin 2 × Fin 2) ℂ :=
  sz ⊗ₖ planar (v * ky) (-(v * kx))
```

The exchange field $b$ stands for a uniform magnetisation along the stacking direction. It is a given number, not computed self-consistently, and multiplies $Z=\sigma_z$.

```lean
/-- The spin operator `sz`, acting trivially on the surface index. -/
def spinZ : Matrix (Fin 2 × Fin 2) (Fin 2 × Fin 2) ℂ :=
  (1 : Matrix (Fin 2) (Fin 2) ℂ) ⊗ₖ sz
```

Let $S$ be the tunnelling amplitude through a film and $D$ that through a spacer. With $k_z$ measured in inverse stacking periods, tunnelling gives $T=(S+D\cos k_z)\tau_x+D\sin k_z\,\tau_y$.

```lean
/-- Tunnelling between surfaces, `(S + D cos kz) τx + D sin kz τy`. -/
def tunnelling (S D kz : ℝ) : Matrix (Fin 2 × Fin 2) (Fin 2 × Fin 2) ℂ :=
  planar (S + D * Real.cos kz) (D * Real.sin kz) ⊗ₖ (1 : Matrix (Fin 2) (Fin 2) ℂ)
```

The Hamiltonian is $H=P+bZ+T$. All parameters and momenta are real, and $k_x,k_y$ are unbounded, as in a continuum model of the surfaces.

```lean
/-- Bloch Hamiltonian of the magnetic multilayer with exchange field `b`. -/
def multilayer (v b S D kx ky kz : ℝ) : Matrix (Fin 2 × Fin 2) (Fin 2 × Fin 2) ℂ :=
  spinOrbit v kx ky + (b : ℂ) • spinZ + tunnelling S D kz
```

Write $|\Delta|^2=S^2+D^2+2SD\cos k_z$ for the squared tunnelling magnitude. Setting it equal to $b^2$ and solving for $k_z$ suggests the candidate $k_0=\arccos\frac{b^2-S^2-D^2}{2SD}$.

```lean
/-- Squared magnitude of the tunnelling amplitude at momentum `kz`. -/
def tunnelSq (S D kz : ℝ) : ℝ := S ^ 2 + D ^ 2 + 2 * S * D * Real.cos kz

/-- The momentum `k0` at which the tunnelling magnitude is to match the exchange field. -/
def nodeMomentum (b S D : ℝ) : ℝ := Real.arccos ((b ^ 2 - S ^ 2 - D ^ 2) / (2 * S * D))
```

## Squaring the Hamiltonian

The Pauli algebra supplies $\sigma_z^2=1$, $(a\sigma_x+c\sigma_y)^2=a^2+c^2$, and the anticommutation of $\sigma_z$ with $a\sigma_x+c\sigma_y$. Each is checked entry by entry.

```lean
lemma sz_sq : sz * sz = 1 := by
  ext i j
  fin_cases i <;> fin_cases j <;> simp [sz, Matrix.mul_apply, Fin.sum_univ_succ]

lemma planar_sq (a c : ℝ) : planar a c * planar a c = ((a ^ 2 + c ^ 2 : ℝ) : ℂ) • 1 := by
  ext i j
  fin_cases i <;> fin_cases j <;>
    simp [planar, sx, sy, Matrix.mul_apply, Fin.sum_univ_succ] <;>
    linear_combination (-(c : ℂ) ^ 2) * Complex.I_sq

lemma sz_planar (a c : ℝ) : sz * planar a c = (-1 : ℂ) • (planar a c * sz) := by
  ext i j
  fin_cases i <;> fin_cases j <;>
    simp [planar, sx, sy, sz, Matrix.mul_apply, Fin.sum_univ_succ]
```

Hence $Z^2=1$. Since $Z$ and $T$ act on different factors, $TZ=ZT$.

```lean
lemma spinZ_sq : spinZ * spinZ = 1 := by
  unfold spinZ
  rw [← Matrix.mul_kronecker_mul, sz_sq, one_mul, Matrix.one_kronecker_one]

lemma tunnelling_spinZ (S D kz : ℝ) :
    tunnelling S D kz * spinZ = spinZ * tunnelling S D kz := by
  unfold tunnelling spinZ
  rw [← Matrix.mul_kronecker_mul, ← Matrix.mul_kronecker_mul]
  simp only [one_mul, mul_one]
```

For the tunnelling term,
$$T^2=(S+D\cos k_z)^2+(D\sin k_z)^2=|\Delta|^2.$$

```lean
lemma tunnelling_sq (S D kz : ℝ) :
    tunnelling S D kz * tunnelling S D kz = (tunnelSq S D kz : ℂ) • 1 := by
  have e : (S + D * Real.cos kz) ^ 2 + (D * Real.sin kz) ^ 2 = tunnelSq S D kz := by
    unfold tunnelSq
    linear_combination D ^ 2 * Real.sin_sq_add_cos_sq kz
  unfold tunnelling
  rw [← Matrix.mul_kronecker_mul, planar_sq, e, one_mul, Matrix.smul_kronecker,
    Matrix.one_kronecker_one]
```

Similarly $P^2=v^2(k_x^2+k_y^2)$. The term $P$ anticommutes with $Z$ through the spin factor and with $T$ through the surface factor, so those cross terms cancel:
$$H^2=v^2(k_x^2+k_y^2)+b^2+|\Delta|^2+2bZT.$$

```lean
/-- The squared Hamiltonian is a scalar plus `2b` times the product of `sz` and the tunnelling
term. -/
theorem multilayer_sq (v b S D kx ky kz : ℝ) :
    multilayer v b S D kx ky kz * multilayer v b S D kx ky kz =
      ((v ^ 2 * (kx ^ 2 + ky ^ 2) + b ^ 2 + tunnelSq S D kz : ℝ) : ℂ) • 1
        + (2 * b : ℂ) • (spinZ * tunnelling S D kz) := by
  have hPP : spinOrbit v kx ky * spinOrbit v kx ky
      = ((v ^ 2 * (kx ^ 2 + ky ^ 2) : ℝ) : ℂ) • 1 := by
    have e : (v * ky) ^ 2 + (-(v * kx)) ^ 2 = v ^ 2 * (kx ^ 2 + ky ^ 2) := by ring
    unfold spinOrbit
    rw [← Matrix.mul_kronecker_mul, sz_sq, planar_sq, e, Matrix.kronecker_smul,
      Matrix.one_kronecker_one]
  -- the kinetic term anticommutes with both other terms
  have hZP : spinZ * spinOrbit v kx ky = (-1 : ℂ) • (spinOrbit v kx ky * spinZ) := by
    unfold spinOrbit spinZ
    rw [← Matrix.mul_kronecker_mul, ← Matrix.mul_kronecker_mul, sz_planar,
      Matrix.kronecker_smul, one_mul, mul_one]
  have hPT : spinOrbit v kx ky * tunnelling S D kz
      = (-1 : ℂ) • (tunnelling S D kz * spinOrbit v kx ky) := by
    unfold spinOrbit tunnelling
    rw [← Matrix.mul_kronecker_mul, ← Matrix.mul_kronecker_mul, sz_planar,
      Matrix.smul_kronecker, one_mul, mul_one]
  unfold multilayer
  simp only [add_mul, mul_add, smul_mul_assoc, mul_smul_comm]
  rw [hPP, hZP, hPT, spinZ_sq, tunnelling_spinZ, tunnelling_sq]
  push_cast
  module
```

## Energies

Let $H\psi=E\psi$ with $\psi\neq0$, and let $c$ now denote the scalar part of $H^2$, $c=v^2(k_x^2+k_y^2)+b^2+|\Delta|^2$, instead of a Pauli coefficient. Then $X=2bZT$ satisfies $X\psi=(E^2-c)\psi$, while $X^2=4b^2|\Delta|^2$ because $Z$ and $T$ commute. Therefore $(E^2-c)^2=4b^2|\Delta|^2$, which factorises into $E^2=c\pm2b|\Delta|$, that is,
$$E^2=v^2(k_x^2+k_y^2)+(b\pm|\Delta|)^2.$$
The theorem says that every energy has one of these forms; it does not count multiplicities.

```lean
/-- Every energy `E` of the multilayer obeys `E² = v²(kx² + ky²) + (b ± |Δ|)²`, where `|Δ|` is
the tunnelling magnitude at `kz`. -/
theorem energy_sq (v b S D kx ky kz E : ℝ) (ψ : Fin 2 × Fin 2 → ℂ) (hψ : ψ ≠ 0)
    (h : multilayer v b S D kx ky kz *ᵥ ψ = (E : ℂ) • ψ) :
    E ^ 2 = v ^ 2 * (kx ^ 2 + ky ^ 2) + (b + √(tunnelSq S D kz)) ^ 2 ∨
    E ^ 2 = v ^ 2 * (kx ^ 2 + ky ^ 2) + (b - √(tunnelSq S D kz)) ^ 2 := by
  set c : ℝ := v ^ 2 * (kx ^ 2 + ky ^ 2) + b ^ 2 + tunnelSq S D kz with hc
  set X := (2 * b : ℂ) • (spinZ * tunnelling S D kz) with hX
  have hXX : X * X = ((4 * b ^ 2 * tunnelSq S D kz : ℝ) : ℂ) • 1 := by
    have e : spinZ * tunnelling S D kz * (spinZ * tunnelling S D kz)
        = (tunnelSq S D kz : ℂ) • 1 := by
      calc _ = spinZ * (tunnelling S D kz * spinZ) * tunnelling S D kz := by noncomm_ring
        _ = (spinZ * spinZ) * (tunnelling S D kz * tunnelling S D kz) := by
          rw [tunnelling_spinZ]; noncomm_ring
        _ = _ := by rw [spinZ_sq, tunnelling_sq, one_mul]
    rw [hX, smul_mul_assoc, mul_smul_comm, e]
    push_cast
    module
  -- the state is also an eigenvector of `X = H² - c`
  have hXψ : X *ᵥ ψ = ((E : ℂ) ^ 2 - c) • ψ := by
    have h2 : (multilayer v b S D kx ky kz * multilayer v b S D kx ky kz) *ᵥ ψ
        = ((E : ℂ) * E) • ψ := by
      rw [← Matrix.mulVec_mulVec, h, Matrix.mulVec_smul, h, smul_smul]
    rw [multilayer_sq, Matrix.add_mulVec, Matrix.smul_mulVec, Matrix.one_mulVec] at h2
    rw [eq_sub_of_add_eq' h2, hc]
    push_cast
    module
  have h4 : (((E : ℂ) ^ 2 - c) * ((E : ℂ) ^ 2 - c)) • ψ
      = ((4 * b ^ 2 * tunnelSq S D kz : ℝ) : ℂ) • ψ := by
    rw [← smul_smul, ← hXψ, ← Matrix.mulVec_smul, ← hXψ, Matrix.mulVec_mulVec, hXX,
      Matrix.smul_mulVec, Matrix.one_mulVec]
  obtain ⟨i, hi⟩ := Function.ne_iff.1 hψ
  have h5 := mul_right_cancel₀ hi (congrFun h4 i)
  have h6 : (E ^ 2 - c) * (E ^ 2 - c) = 4 * b ^ 2 * tunnelSq S D kz := by exact_mod_cast h5
  have hT : 0 ≤ tunnelSq S D kz := by
    unfold tunnelSq
    nlinarith [sq_nonneg (S + D * Real.cos kz), sq_nonneg (D * Real.sin kz),
      Real.sin_sq_add_cos_sq kz]
  have hs := Real.sq_sqrt hT
  have h7 : (E ^ 2 - c - 2 * b * √(tunnelSq S D kz))
      * (E ^ 2 - c + 2 * b * √(tunnelSq S D kz)) = 0 := by
    linear_combination h6 - 4 * b ^ 2 * hs
  rcases mul_eq_zero.1 h7 with h8 | h8
  · left; linear_combination h8 - hs + hc
  · right; linear_combination h8 - hs + hc
```

## When a zero mode exists

A vanishing determinant means a nonzero $\psi$ with $H\psi=0$. Setting $E=0$ makes a sum of two squares vanish, so $v^2(k_x^2+k_y^2)=0$ and $b^2=|\Delta|^2$.

Conversely, these conditions leave $H=bZ+T$, and
$$(bZ+T)(bZ-T)=b^2-|\Delta|^2=0.$$
If $H$ were invertible, $bZ-T$ would be zero. Its first diagonal entry is $b$, so $b=0$, then $T=0$ and $H=0$, a contradiction.

```lean
/-- The Hamiltonian is singular exactly when the kinetic term vanishes and the tunnelling
magnitude equals the magnitude of the exchange field. -/
theorem det_eq_zero_iff (v b S D kx ky kz : ℝ) :
    (multilayer v b S D kx ky kz).det = 0 ↔
      v ^ 2 * (kx ^ 2 + ky ^ 2) = 0 ∧ b ^ 2 = tunnelSq S D kz := by
  constructor
  · intro h
    obtain ⟨ψ, hψ, h0⟩ := Matrix.exists_mulVec_eq_zero_iff.2 h
    have hq : 0 ≤ v ^ 2 * (kx ^ 2 + ky ^ 2) := by positivity
    have hT : 0 ≤ tunnelSq S D kz := by
      unfold tunnelSq
      nlinarith [sq_nonneg (S + D * Real.cos kz), sq_nonneg (D * Real.sin kz),
        Real.sin_sq_add_cos_sq kz]
    have hs := Real.sq_sqrt hT
    rcases energy_sq v b S D kx ky kz 0 ψ hψ (by rw [h0]; simp) with e | e
    · have h1 : (b + √(tunnelSq S D kz)) ^ 2 = 0 := by
        nlinarith [sq_nonneg (b + √(tunnelSq S D kz))]
      have h2 := pow_eq_zero_iff (two_ne_zero) |>.1 h1
      exact ⟨by linarith, by linear_combination (b - √(tunnelSq S D kz)) * h2 + hs⟩
    · have h1 : (b - √(tunnelSq S D kz)) ^ 2 = 0 := by
        nlinarith [sq_nonneg (b - √(tunnelSq S D kz))]
      have h2 := pow_eq_zero_iff (two_ne_zero) |>.1 h1
      exact ⟨by linarith, by linear_combination (b + √(tunnelSq S D kz)) * h2 + hs⟩
  · rintro ⟨hq, hb⟩
    have h1 : v * ky = 0 := by
      have : (v * ky) ^ 2 = 0 := by nlinarith [sq_nonneg (v * kx), sq_nonneg (v * ky)]
      exact pow_eq_zero_iff (two_ne_zero) |>.1 this
    have h2 : v * kx = 0 := by
      have : (v * kx) ^ 2 = 0 := by nlinarith [sq_nonneg (v * kx), sq_nonneg (v * ky)]
      exact pow_eq_zero_iff (two_ne_zero) |>.1 this
    have hH : multilayer v b S D kx ky kz = (b : ℂ) • spinZ + tunnelling S D kz := by
      unfold multilayer spinOrbit
      rw [h1, h2]
      simp [planar]
    by_contra hdet
    have hu := (Matrix.isUnit_iff_isUnit_det _).2 (isUnit_iff_ne_zero.2 hdet)
    rw [hH] at hu
    -- the two remaining commuting terms have equal squares
    have hprod : ((b : ℂ) • spinZ + tunnelling S D kz)
        * ((b : ℂ) • spinZ - tunnelling S D kz) = 0 := by
      simp only [add_mul, mul_sub, smul_mul_assoc, mul_smul_comm]
      rw [spinZ_sq, tunnelling_spinZ, tunnelling_sq, ← hb]
      push_cast
      module
    have hN := hu.mul_right_eq_zero.1 hprod
    have hb0 : b = 0 := by
      have h00 := congrFun (congrFun hN (0, 0)) (0, 0)
      simpa [spinZ, tunnelling, planar, sx, sy, sz, Matrix.kroneckerMap_apply] using h00
    have hT0 : tunnelling S D kz = 0 := by simpa [hb0] using hN
    rw [hT0, hb0] at hu
    simp at hu
```

## The window for the exchange field

Since $|SD\cos k_z|\le|S||D|$, the condition $b^2=|\Delta|^2$ implies
$$(|S|-|D|)^2\le b^2\le(|S|+|D|)^2,$$
and taking roots gives the window. Conversely, the window gives $|b^2-S^2-D^2|\le2|S||D|$. If $SD\neq0$, the arccosine has an argument in $[-1,1]$ and $k_z=k_0$ works. If $SD=0$, then $b^2=S^2+D^2=|\Delta|^2$ at every $k_z$, and $k_z=0$ is chosen. No condition on $v$ is needed.

```lean
/-- The multilayer Hamiltonian is singular at some real momentum if and only if
`||S| - |D|| ≤ |b| ≤ |S| + |D|`. -/
theorem exists_node_iff (v b S D : ℝ) :
    (∃ kx ky kz : ℝ, (multilayer v b S D kx ky kz).det = 0) ↔
      |(|S| - |D|)| ≤ |b| ∧ |b| ≤ |S| + |D| := by
  have hS := sq_abs S
  have hD := sq_abs D
  constructor
  · rintro ⟨kx, ky, kz, h⟩
    have hb := ((det_eq_zero_iff v b S D kx ky kz).1 h).2
    unfold tunnelSq at hb
    have hc : |S * D * Real.cos kz| ≤ |S| * |D| := by
      rw [abs_mul, abs_mul]
      exact mul_le_of_le_one_right (by positivity) (Real.abs_cos_le_one _)
    obtain ⟨hl, hr⟩ := abs_le.1 hc
    refine ⟨sq_le_sq.1 (by nlinarith), ?_⟩
    have h2 : |b| ≤ |(|S| + |D|)| := sq_le_sq.1 (by nlinarith)
    rwa [abs_of_nonneg (by positivity : 0 ≤ |S| + |D|)] at h2
  · rintro ⟨hl, hr⟩
    have h1 := sq_le_sq.2 hl
    have h2 : b ^ 2 ≤ (|S| + |D|) ^ 2 :=
      sq_le_sq.2 (by rwa [abs_of_nonneg (by positivity : 0 ≤ |S| + |D|)])
    have h3 : |b ^ 2 - S ^ 2 - D ^ 2| ≤ |2 * S * D| := by
      rw [abs_mul, abs_mul, abs_two]
      exact abs_le.2 ⟨by nlinarith, by nlinarith⟩
    by_cases h0 : 2 * S * D = 0
    · -- without interference the tunnelling magnitude is constant
      rw [h0, abs_zero] at h3
      have h4 := abs_nonpos_iff.1 h3
      refine ⟨0, 0, 0, (det_eq_zero_iff v b S D 0 0 0).2 ⟨by ring, ?_⟩⟩
      unfold tunnelSq
      rw [h0]
      linarith
    · have h4 : |(b ^ 2 - S ^ 2 - D ^ 2) / (2 * S * D)| ≤ 1 := by
        rw [abs_div]
        exact (div_le_one (abs_pos.2 h0)).2 h3
      obtain ⟨h5, h6⟩ := abs_le.1 h4
      refine ⟨0, 0, nodeMomentum b S D, (det_eq_zero_iff _ _ _ _ _ _ _).2 ⟨by ring, ?_⟩⟩
      unfold tunnelSq nodeMomentum
      rw [Real.cos_arccos h5 h6, mul_div_cancel₀ _ h0]
      ring
```

## Two nodes inside the window

With strict inequalities, $SD\neq0$ and the argument of the arccosine lies in $(-1,1)$, so $0<k_0<\pi$. If also $v\neq0$, a zero forces $k_x=k_y=0$. The cosine is injective on $[0,\pi]$, so $|k_z|=k_0$ for $|k_z|\le\pi$.

```lean
/-- Strictly inside the window and for nonzero `v`, the Hamiltonian is singular in the zone
`-π ≤ kz ≤ π` at exactly two distinct momenta, `(0, 0, k0)` and `(0, 0, -k0)`. -/
theorem two_nodes (v b S D : ℝ) (hv : v ≠ 0)
    (hl : |(|S| - |D|)| < |b|) (hr : |b| < |S| + |D|) :
    0 < nodeMomentum b S D ∧ nodeMomentum b S D < Real.pi ∧
    ∀ kx ky kz : ℝ, |kz| ≤ Real.pi →
      ((multilayer v b S D kx ky kz).det = 0 ↔
        kx = 0 ∧ ky = 0 ∧ (kz = nodeMomentum b S D ∨ kz = -nodeMomentum b S D)) := by
  have hS := sq_abs S
  have hD := sq_abs D
  have h1 := sq_lt_sq.2 hl
  have h2 : b ^ 2 < (|S| + |D|) ^ 2 :=
    sq_lt_sq.2 (by rwa [abs_of_nonneg (by positivity : 0 ≤ |S| + |D|)])
  have h3 : |b ^ 2 - S ^ 2 - D ^ 2| < |2 * S * D| := by
    rw [abs_mul, abs_mul, abs_two]
    exact abs_lt.2 ⟨by nlinarith, by nlinarith⟩
  have h0 : 2 * S * D ≠ 0 := abs_pos.1 (lt_of_le_of_lt (abs_nonneg _) h3)
  have h4 : |(b ^ 2 - S ^ 2 - D ^ 2) / (2 * S * D)| < 1 := by
    rw [abs_div]
    exact (div_lt_one (abs_pos.2 h0)).2 h3
  obtain ⟨h5, h6⟩ := abs_lt.1 h4
  have hcos : Real.cos (nodeMomentum b S D) = (b ^ 2 - S ^ 2 - D ^ 2) / (2 * S * D) :=
    Real.cos_arccos h5.le h6.le
  refine ⟨Real.arccos_pos.2 h6, lt_of_le_of_ne (Real.arccos_le_pi _) ?_, ?_⟩
  · intro h
    exact absurd (Real.arccos_eq_pi.1 h) (not_le_of_gt h5)
  intro kx ky kz hk
  rw [det_eq_zero_iff]
  constructor
  · rintro ⟨hq, hb⟩
    have hsum := (mul_eq_zero.1 hq).resolve_left (pow_ne_zero 2 hv)
    have hx : kx ^ 2 = 0 := by nlinarith [sq_nonneg kx, sq_nonneg ky]
    have hy : ky ^ 2 = 0 := by nlinarith [sq_nonneg kx, sq_nonneg ky]
    refine ⟨pow_eq_zero_iff (two_ne_zero) |>.1 hx, pow_eq_zero_iff (two_ne_zero) |>.1 hy, ?_⟩
    unfold tunnelSq at hb
    have hc : (b ^ 2 - S ^ 2 - D ^ 2) / (2 * S * D) = Real.cos |kz| := by
      rw [Real.cos_abs, div_eq_iff h0]
      linarith
    -- the cosine is injective on `[0, π]`
    have habs : |kz| = nodeMomentum b S D := by
      unfold nodeMomentum
      rw [hc, Real.arccos_cos (abs_nonneg _) hk]
    rcases abs_choice kz with h | h
    · left; linarith
    · right; linarith
  · rintro ⟨rfl, rfl, hz⟩
    have hc : Real.cos kz = (b ^ 2 - S ^ 2 - D ^ 2) / (2 * S * D) := by
      rcases hz with h | h
      · rw [h, hcos]
      · rw [h, Real.cos_neg, hcos]
    refine ⟨by ring, ?_⟩
    unfold tunnelSq
    rw [hc, mul_div_cancel₀ _ h0]
    ring
```

Take $S=1$, $D=2$, $b=\sqrt3$. The window reads $1\le\sqrt3\le3$, and $3=5+4\cos k_z$ gives $\cos k_z=-\tfrac12$, so the nodes sit at $k_z=\pm2\pi/3$. With $v=0$ and the same $S,D,b$, the Hamiltonian is also singular at $(1,0,2\pi/3)$: the location statement fails without $v\neq0$.

## Slope at a crossing

At $k_x=k_y=0$ the four energies are $\pm b\pm|\Delta|$, so the two nearest zero are $\pm(|\Delta|-|b|)$, and they meet where $|\Delta|=|b|$. At such a point with $b\neq0$, the chain rule gives
$$\frac{d}{dk_z}\bigl(|\Delta|-|b|\bigr)\Big|_{k_0}=\frac{-2SD\sin k_0}{2|\Delta|}=-\frac{SD\sin k_0}{|b|}.$$
Here `k0` is any momentum satisfying the crossing condition. In the example the slope at $2\pi/3$ is $-1$. Calling the crossings Weyl nodes also involves their chirality, which this derivative along one axis does not determine.

```lean
/-- Where the tunnelling magnitude equals a nonzero `|b|`, their difference has slope
`-S D sin k0 / |b|` along `kz`. -/
theorem crossing_slope (b S D k0 : ℝ) (hb : b ≠ 0) (h : b ^ 2 = tunnelSq S D k0) :
    HasDerivAt (fun kz => √(tunnelSq S D kz) - |b|) (-(S * D * Real.sin k0) / |b|) k0 := by
  have hd : HasDerivAt (fun kz => tunnelSq S D kz) (2 * S * D * (-Real.sin k0)) k0 :=
    ((Real.hasDerivAt_cos k0).const_mul (2 * S * D)).const_add (S ^ 2 + D ^ 2)
  have hne : tunnelSq S D k0 ≠ 0 := by rw [← h]; exact pow_ne_zero 2 hb
  refine ((hd.sqrt hne).sub_const |b|).congr_deriv ?_
  rw [← h, Real.sqrt_sq_eq_abs]
  have hb' : |b| ≠ 0 := abs_ne_zero.2 hb
  rw [div_eq_div_iff (mul_ne_zero two_ne_zero hb') hb']
  ring

end

end WeylMultilayer
```

```lean
#print axioms WeylMultilayer.det_eq_zero_iff
-- 'WeylMultilayer.det_eq_zero_iff' depends on axioms: [propext, Classical.choice, Quot.sound]
#print axioms WeylMultilayer.exists_node_iff
-- 'WeylMultilayer.exists_node_iff' depends on axioms: [propext, Classical.choice, Quot.sound]
#print axioms WeylMultilayer.two_nodes
-- 'WeylMultilayer.two_nodes' depends on axioms: [propext, Classical.choice, Quot.sound]
#print axioms WeylMultilayer.crossing_slope
-- 'WeylMultilayer.crossing_slope' depends on axioms: [propext, Classical.choice, Quot.sound]
```
